# For the interaction $g-ck$ with $c>0$, a stable roton minimum exists exactly when $16g/9<c^2\le 2g$

Take a uniform Bose condensate whose squared Bogoliubov energy is $k^2(k-1)^2$. It has a hump at $k=1/2$ and a roton dip that touches zero at $k=1$. This is the case $c=1$, $g=1/2$ of $f(k)=k^2\,(k^2+2(g-ck))$, in units where the kinetic energy is $k^2$. Here $g$ is the contact repulsion and $c$ the rate at which the interaction decreases with momentum $k$, becoming attractive beyond $k=g/c$; both are multiplied by the density. If I raise $g$ only to $9/16$, the slope becomes $k(2k-3/2)^2$ and the dip is gone. I had expected a roton to survive over a broad range before the gas turns unstable. Is the window this narrow for every $c$?

## The ratio $c/\sqrt g$ has only six per cent of room

Yes: the dip appears when $c/\sqrt g$ passes $4/3$, and stability ends beyond $\sqrt2$.

**Stability.** Stable means here that $f(k)\ge0$ for all $k>0$, so that no mode grows exponentially. Completing the square gives
$$f(k)=k^2\left[(k-c)^2+2g-c^2\right].$$
If $c^2\le 2g$, this is nonnegative. Conversely, $f(c)=c^2(2g-c^2)\ge0$ forces $c^2\le2g$.

**The dip.** Since $f'(k)=2k(2k^2-3ck+2g)$, the nonzero stationary momenta are $(3c\pm s)/4$ with $s=\sqrt{9c^2-16g}$. At either root $r$, substituting $2g=3cr-2r^2$ gives
$$f(k)-f(r)=(k-r)^2\left[k^2+2(r-c)k+r^2-cr\right].$$
At $k=r$ the bracket equals $r(4r-3c)$. For $s>0$ it is positive at the upper root, the roton, and negative at the lower one, the maxon (for $g>0$, so that this root is positive). By continuity they are a local minimum and a local maximum. Also $f(r)=r^3(c-r)$, so the maxon lies above the roton by
$$\frac{(3c-s)^3(c+s)-(3c+s)^3(c-s)}{256}=\frac{cs^3}{16}.$$

**No dip.** For $g>0$ and $16g<9c^2$, this difference rules out growth. Now let $9c^2\le16g$ and $0\le a<b$, and write $S=a+b$, $Q=a^2+ab+b^2$. Then
$$\frac{f(b)-f(a)}{b-a}=S(a^2+b^2)-2cQ+2gS\ \ge\ D_0,$$
where $D_0$ has $2g$ replaced by $9c^2/8$. It is positive because
$$\tfrac98 S D_0=\left(\tfrac98cS-Q\right)^2+\tfrac18(b-a)^2(a^2+4ab+b^2)>0.$$
So $f$ increases strictly, and no $k>0$ can be a local minimum: points just to its left are lower.

**Softening.** The squared roton energy $r^3(c-r)$ vanishes only at $r=c$, where stationarity gives $c^2=2g$. Conversely, $c^2=2g$ turns stationarity into $(2r-c)(r-c)=0$, and $r>3c/4$ selects $r=c$.

In the Lean file, `energySq c g k` is $f(k)$, the squared energy, so no root of a negative number arises. Units have kinetic energy $k^2$, the density is absorbed into `interaction`, and $c$ is not the speed of sound. The main theorem, `stable_roton_iff`, assumes only `0 < c`; stability then forces $g>0$. Its left side asks for an `IsLocalMin` at some positive momentum and for $f\ge0$ at all positive momenta, so the marginal case $c^2=2g$ counts as stable.

```lean
import Mathlib

open Filter Topology Set

namespace RotonSoftening

noncomputable section

/-- The density-weighted interaction in momentum space, a contact repulsion `g` reduced
linearly with momentum at the rate `c`. -/
def interaction (c g k : ℝ) : ℝ := g - c * k

/-- The squared Bogoliubov excitation energy `e (e + 2 V)` with kinetic energy `e = k ^ 2`
and interaction `V = g - c k`. -/
def energySq (c g k : ℝ) : ℝ := k ^ 2 * (k ^ 2 + 2 * interaction c g k)

/-- The upper stationary momentum of the squared spectrum, for `0 < c` and `16 g ≤ 9 c ^ 2`. -/
def rotonMomentum (c g : ℝ) : ℝ := (3 * c + √(9 * c ^ 2 - 16 * g)) / 4

/-- The lower nonzero stationary momentum of the squared spectrum, for `0 < c`, `0 < g` and
`16 g ≤ 9 c ^ 2`. -/
def maxonMomentum (c g : ℝ) : ℝ := (3 * c - √(9 * c ^ 2 - 16 * g)) / 4

/-- The squared Bogoliubov energy is a quartic polynomial in the momentum. -/
theorem energySq_eq (c g k : ℝ) :
    energySq c g k = k ^ 4 - 2 * c * k ^ 3 + 2 * g * k ^ 2 := by
  unfold energySq interaction
  ring

/-- Around a momentum `r` with `2 r ^ 2 - 3 c r + 2 g = 0`, the change of the squared energy
is `(k - r) ^ 2` times a quadratic polynomial. -/
theorem energySq_sub_stationary {c g r : ℝ} (hr : 2 * r ^ 2 - 3 * c * r + 2 * g = 0) (k : ℝ) :
    energySq c g k - energySq c g r =
      (k - r) ^ 2 * (k ^ 2 + 2 * (r - c) * k + (r ^ 2 - c * r)) := by
  have hg : g = (3 * c * r - 2 * r ^ 2) / 2 := by linarith
  rw [energySq_eq, energySq_eq, hg]
  ring

/-- For `16 g < 9 c ^ 2` the roton momentum lies above `3 c / 4` and satisfies the
stationarity equation. -/
theorem rotonMomentum_spec {c g : ℝ} (h : 16 * g < 9 * c ^ 2) :
    3 * c < 4 * rotonMomentum c g ∧
      2 * rotonMomentum c g ^ 2 - 3 * c * rotonMomentum c g + 2 * g = 0 := by
  have hpos : 0 < √(9 * c ^ 2 - 16 * g) := Real.sqrt_pos.2 (by linarith)
  have hs := Real.sq_sqrt (show 0 ≤ 9 * c ^ 2 - 16 * g by linarith)
  unfold rotonMomentum
  constructor
  · linarith
  · linear_combination hs / 8

/-- For `c > 0` and `16 g < 9 c ^ 2` the squared spectrum has a local minimum at the
roton momentum. -/
theorem isLocalMin_roton {c g : ℝ} (hc : 0 < c) (h : 16 * g < 9 * c ^ 2) :
    IsLocalMin (energySq c g) (rotonMomentum c g) := by
  obtain ⟨h1, h2⟩ := rotonMomentum_spec h
  generalize rotonMomentum c g = r at h1 h2 ⊢
  have hr : 0 < r := by linarith
  -- the quadratic factor is positive at the roton, hence also nearby
  have hq : 0 < r ^ 2 + 2 * (r - c) * r + (r ^ 2 - c * r) := by
    nlinarith [mul_pos hr (sub_pos.2 h1)]
  have hev : ∀ᶠ k in 𝓝 r, 0 < k ^ 2 + 2 * (r - c) * k + (r ^ 2 - c * r) :=
    (isOpen_lt continuous_const (by fun_prop)).mem_nhds hq
  have key : ∀ᶠ k in 𝓝 r, energySq c g r ≤ energySq c g k := by
    filter_upwards [hev] with k hk
    have := energySq_sub_stationary h2 k
    linarith [mul_nonneg (sq_nonneg (k - r)) hk.le]
  exact key

/-- For `c, g > 0` and `16 g < 9 c ^ 2` the squared spectrum has a local maximum at the
maxon momentum, which is positive. -/
theorem isLocalMax_maxon {c g : ℝ} (hc : 0 < c) (hg : 0 < g) (h : 16 * g < 9 * c ^ 2) :
    0 < maxonMomentum c g ∧ IsLocalMax (energySq c g) (maxonMomentum c g) := by
  have hpos : 0 < √(9 * c ^ 2 - 16 * g) := Real.sqrt_pos.2 (by linarith)
  have hs := Real.sq_sqrt (show 0 ≤ 9 * c ^ 2 - 16 * g by linarith)
  have hlt : √(9 * c ^ 2 - 16 * g) < 3 * c :=
    (Real.sqrt_lt' (by linarith)).2 (by nlinarith)
  have hm : 0 < maxonMomentum c g := by unfold maxonMomentum; linarith
  have h1 : 4 * maxonMomentum c g < 3 * c := by unfold maxonMomentum; linarith
  have h2 : 2 * maxonMomentum c g ^ 2 - 3 * c * maxonMomentum c g + 2 * g = 0 := by
    unfold maxonMomentum
    linear_combination hs / 8
  refine ⟨hm, ?_⟩
  generalize maxonMomentum c g = r at hm h1 h2 ⊢
  -- here the quadratic factor is negative
  have hq : r ^ 2 + 2 * (r - c) * r + (r ^ 2 - c * r) < 0 := by
    nlinarith [mul_pos hm (sub_pos.2 h1)]
  have hev : ∀ᶠ k in 𝓝 r, k ^ 2 + 2 * (r - c) * k + (r ^ 2 - c * r) < 0 :=
    (isOpen_lt (by fun_prop) continuous_const).mem_nhds hq
  have key : ∀ᶠ k in 𝓝 r, energySq c g k ≤ energySq c g r := by
    filter_upwards [hev] with k hk
    have := energySq_sub_stationary h2 k
    linarith [mul_nonneg (sq_nonneg (k - r)) (neg_nonneg.2 hk.le)]
  exact key

/-- For `16 g ≤ 9 c ^ 2` the squared energies at the maxon and roton momenta differ by
`c (9 c ^ 2 - 16 g) ^ (3/2) / 16`. -/
theorem maxon_sub_roton {c g : ℝ} (h : 16 * g ≤ 9 * c ^ 2) :
    energySq c g (maxonMomentum c g) - energySq c g (rotonMomentum c g) =
      c * √(9 * c ^ 2 - 16 * g) ^ 3 / 16 := by
  have hs := Real.sq_sqrt (show 0 ≤ 9 * c ^ 2 - 16 * g by linarith)
  rw [energySq_eq, energySq_eq]
  unfold maxonMomentum rotonMomentum
  generalize √(9 * c ^ 2 - 16 * g) = s at hs ⊢
  have hg : g = (9 * c ^ 2 - s ^ 2) / 16 := by linarith
  rw [hg]
  ring

/-- For `c > 0` the squared energy is nonnegative at every positive momentum exactly when
`c ^ 2 ≤ 2 g`. -/
theorem stable_iff {c g : ℝ} (hc : 0 < c) :
    (∀ k, 0 < k → 0 ≤ energySq c g k) ↔ c ^ 2 ≤ 2 * g := by
  unfold energySq interaction
  constructor
  · intro h
    -- the factor `k ^ 2 + 2 (g - c k)` is smallest at `k = c`
    have h1 := h c hc
    by_contra hn
    nlinarith [mul_pos (pow_pos hc 2) (sub_pos.2 (not_le.1 hn))]
  · intro h k _
    exact mul_nonneg (sq_nonneg k) (by nlinarith [sq_nonneg (k - c)])

/-- For `c, g > 0` the squared energy increases strictly with momentum on `k ≥ 0` exactly when
`9 c ^ 2 ≤ 16 g`. -/
theorem strictMonoOn_iff {c g : ℝ} (hc : 0 < c) (hg : 0 < g) :
    StrictMonoOn (energySq c g) (Ici 0) ↔ 9 * c ^ 2 ≤ 16 * g := by
  constructor
  · intro hmono
    by_contra hn
    have h : 16 * g < 9 * c ^ 2 := not_le.1 hn
    -- the roton lies at larger momentum but lower squared energy than the maxon
    have hpos : 0 < √(9 * c ^ 2 - 16 * g) := Real.sqrt_pos.2 (by linarith)
    have hm := (isLocalMax_maxon hc hg h).1
    have hlt : maxonMomentum c g < rotonMomentum c g := by
      unfold maxonMomentum rotonMomentum
      linarith
    have hup := hmono (mem_Ici.2 hm.le) (mem_Ici.2 (hm.trans hlt).le) hlt
    have hd := maxon_sub_roton h.le
    have : 0 < c * √(9 * c ^ 2 - 16 * g) ^ 3 / 16 := by positivity
    linarith
  · intro h a ha b _ hab
    have ha0 : 0 ≤ a := ha
    have hb0 : 0 < b := lt_of_le_of_lt ha0 hab
    have hp : 0 < 9 / 8 * (a + b) := by positivity
    have hd := mul_pos (pow_pos (sub_pos.2 hab) 2)
      (show 0 < 2 * a ^ 2 + 8 * a * b + 2 * b ^ 2 by positivity)
    -- up to a positive factor, the difference quotient at the threshold is a square plus a
    -- positive term
    have h0 : 0 < 9 / 8 * (a + b) * ((a + b) * (a ^ 2 + b ^ 2)
        - 2 * c * (a ^ 2 + a * b + b ^ 2) + 9 / 8 * c ^ 2 * (a + b)) := by
      nlinarith [sq_nonneg (9 / 8 * c * (a + b) - (a ^ 2 + a * b + b ^ 2))]
    have h1 := (mul_pos_iff_of_pos_left hp).1 h0
    have h2 : 0 < (a + b) * (a ^ 2 + b ^ 2)
        - 2 * c * (a ^ 2 + a * b + b ^ 2) + 2 * g * (a + b) := by
      nlinarith [mul_nonneg (sub_nonneg.2 h) (add_nonneg ha0 hb0.le)]
    rw [energySq_eq, energySq_eq]
    nlinarith [mul_pos (sub_pos.2 hab) h2]

/-- For `c > 0` the squared spectrum has a local minimum at a positive momentum and is
nonnegative at all positive momenta exactly when `16 g / 9 < c ^ 2 ≤ 2 g`. -/
theorem stable_roton_iff {c g : ℝ} (hc : 0 < c) :
    ((∃ k, 0 < k ∧ IsLocalMin (energySq c g) k) ∧ ∀ k, 0 < k → 0 ≤ energySq c g k) ↔
      16 * g / 9 < c ^ 2 ∧ c ^ 2 ≤ 2 * g := by
  rw [stable_iff hc]
  constructor
  · rintro ⟨⟨k, hk, hmin⟩, hst⟩
    refine ⟨?_, hst⟩
    by_contra hn
    have hg : 0 < g := by nlinarith [pow_pos hc 2]
    have hmono := (strictMonoOn_iff hc hg).2 (by linarith [not_lt.1 hn])
    -- a strictly increasing spectrum is lower just to the left of `k`
    have hev : ∀ᶠ x in 𝓝 k, energySq c g k ≤ energySq c g x := hmin
    have hleft : ∀ᶠ x in 𝓝[<] k, x ∈ Ioo 0 k := Ioo_mem_nhdsLT hk
    obtain ⟨x, hx, hx0, hxk⟩ := ((hev.filter_mono nhdsWithin_le_nhds).and hleft).exists
    exact absurd (hmono (mem_Ici.2 hx0.le) (mem_Ici.2 hk.le) hxk) (not_lt_of_ge hx)
  · rintro ⟨h, hst⟩
    have h' : 16 * g < 9 * c ^ 2 := by linarith
    have hr := (rotonMomentum_spec h').1
    exact ⟨⟨rotonMomentum c g, by linarith, isLocalMin_roton hc h'⟩, hst⟩

/-- For `c > 0` and `16 g < 9 c ^ 2` the squared energy at the roton momentum vanishes exactly when
`c ^ 2 = 2 g`. -/
theorem roton_gap_closes_iff {c g : ℝ} (hc : 0 < c) (h : 16 * g < 9 * c ^ 2) :
    energySq c g (rotonMomentum c g) = 0 ↔ c ^ 2 = 2 * g := by
  obtain ⟨h1, h2⟩ := rotonMomentum_spec h
  generalize rotonMomentum c g = r at h1 h2 ⊢
  have hr : 0 < r := by linarith
  -- stationarity reduces the squared energy to `r ^ 3 (c - r)`
  have he : energySq c g r = r ^ 3 * (c - r) := by
    rw [energySq_eq]
    linear_combination r ^ 2 * h2
  rw [he]
  constructor
  · intro h0
    have hrc : c - r = 0 := (mul_eq_zero.1 h0).resolve_left (pow_pos hr 3).ne'
    have hcr : r = c := by linarith
    rw [hcr] at h2
    linarith
  · intro h0
    have hf : (2 * r - c) * (c - r) = 0 := by linear_combination -h2 - h0
    have hne : 2 * r - c ≠ 0 := by
      have : 0 < 2 * r - c := by linarith
      exact this.ne'
    rw [(mul_eq_zero.1 hf).resolve_left hne, mul_zero]

end

end RotonSoftening
```

```lean
#print axioms RotonSoftening.stable_roton_iff
#print axioms RotonSoftening.roton_gap_closes_iff
```

```
'RotonSoftening.stable_roton_iff' depends on axioms: [propext, Classical.choice, Quot.sound]
'RotonSoftening.roton_gap_closes_iff' depends on axioms: [propext, Classical.choice, Quot.sound]
```

`energySq_sub_stationary` is the factorisation around $r$. `isLocalMin_roton` and `isLocalMax_maxon` find the sign of the bracket with `nlinarith` and carry it to nearby momenta through an open set. `maxon_sub_roton` eliminates $g$ in favour of $s$ and finishes with `ring`. In `strictMonoOn_iff`, `h0` is the inequality $\tfrac98SD_0>0$ and `h2` restores the actual $g$. `stable_roton_iff` rewrites stability with `stable_iff`, takes the minimum from `isLocalMin_roton` inside the window, and excludes one for $9c^2\le16g$ by strict growth, taking a point to the left of the supposed minimum. For $c^2>2g$ the minimum is still there, but stability fails. `roton_gap_closes_iff` is the softening argument.

The sign of $c$ matters. With $c=-1$, $g=1/2$ the inequalities $8/9<1\le1$ hold, but $f(k)=k^2(k+1)^2$ has no minimum at $k>0$. The main theorem therefore fails if negative $c$ is allowed.

For a weakly interacting condensate, $c^2=2g$ marks where the uniform state loses linear stability, within this two-parameter Bogoliubov model. A dipolar gas in a thin layer, with its dipoles perpendicular to the layer, has an interaction that falls roughly linearly only at small momentum; applying the window to it assumes that the linear form still holds up to and around the roton.
